# Upper and lower bounds on the surface energy of spherical droplets at fixed total volume

A droplet that has evaporated can either be deleted from the list or kept with volume zero. Here it is kept: a state is a list of N real volumes, and N stays fixed while droplets disappear. Complete coarsening is then a state of the same kind as the initial one, with a single nonzero entry.

## Volumes, transfers and energies

```lean
import Mathlib

open Finset

namespace DropletCoarsening

noncomputable section

variable {ι : Type*} [Fintype ι]
```

The type `ι` is the set of droplet labels. `Fintype ι` makes it finite, and its number of elements, written `Fintype.card ι` below, is N.

```lean
/-- The sum of the `p`-th powers of the droplet volumes. -/
def surfaceSum (p : ℝ) (v : ι → ℝ) : ℝ := ∑ i, v i ^ p
```

A state is a function `v : ι → ℝ`, which gives droplet i the volume v_i. The definition reads

S_p(v) = Σ v_i^p.

For droplets of one common shape, area scales as volume to the power 2/3, so S_p with p = 2/3 is the total area up to a constant factor.

```lean
/-- The volumes after an amount `t` has moved from droplet `i` to a different droplet `j`. -/
def transfer [DecidableEq ι] (v : ι → ℝ) (i j : ι) (t : ℝ) : ι → ℝ :=
  Function.update (Function.update v i (v i - t)) j (v j + t)
```

`transfer v i j t` is the state after droplet i has lost volume t and droplet j has gained it. `Function.update` changes one entry and leaves the others alone. For i = j the second update would overwrite the first and simply add t, so the results below assume i ≠ j. Limits on t also come later, as hypotheses.

```lean
/-- The surface energy of a spherical droplet of radius `r` with surface tension `σ`. -/
def dropletEnergy (σ r : ℝ) : ℝ := σ * (4 * Real.pi * r ^ 2)
```

This is E(r) = σ·4πr². The surface tension σ is the reversible work per unit area of new interface at fixed temperature, so "energy" in this text means free energy. It is taken to be the same for every droplet whatever its size.

## Two bounds for a single droplet

```lean
/-- For `0 < p < 1`, between volume `0` and volume `V` the power `x ^ p` lies above its chord, and
meets it only at the two ends. -/
theorem chord_bound {p x V : ℝ} (hp : 0 < p) (hp1 : p < 1) (hx : 0 ≤ x) (hxV : x ≤ V)
    (hV : 0 < V) :
    x * V ^ (p - 1) ≤ x ^ p ∧ (x * V ^ (p - 1) = x ^ p ↔ x = 0 ∨ x = V) := by
  rcases hx.eq_or_lt with h0 | h0
  · have e : x * V ^ (p - 1) = x ^ p := by
      rw [← h0, Real.zero_rpow hp.ne', zero_mul]
    exact ⟨e.le, fun _ => Or.inl h0.symm, fun _ => e⟩
  rcases hxV.eq_or_lt with h | h
  · have e : x * V ^ (p - 1) = x ^ p := by
      rw [h, Real.rpow_sub_one hV.ne']
      field_simp
    exact ⟨e.le, fun _ => Or.inr h, fun _ => e⟩
  · have hlt : x * V ^ (p - 1) < x ^ p := by
      calc x * V ^ (p - 1) < x * x ^ (p - 1) :=
            mul_lt_mul_of_pos_left (Real.rpow_lt_rpow_of_neg h0 h (by linarith)) h0
        _ = x ^ p := by
            rw [Real.rpow_sub_one h0.ne']
            field_simp
    refine ⟨hlt.le, fun e => absurd e hlt.ne, fun e => ?_⟩
    exfalso
    rcases e with e | e <;> linarith
```

The hypotheses stand in parentheses before the last colon: 0 < p < 1, 0 ≤ x ≤ V and V > 0. The conclusion is

x V^(p−1) ≤ x^p, with equality if and only if x = 0 or x = V.

The left side is the straight line from (0, 0) to (V, V^p). At x = 0 both sides vanish, and at x = V both are V^p. For 0 < x < V the exponent p − 1 is negative, so V^(p−1) < x^(p−1), and multiplying by x gives the strict inequality. The Lean proof treats the same three cases.

```lean
/-- For `0 < p < 1` the power `x ^ p` lies below its tangent at the volume `m`, and meets it only at
`m`. -/
theorem tangent_bound {p x m : ℝ} (hp : 0 < p) (hp1 : p < 1) (hx : 0 ≤ x) (hm : 0 < m) :
    x ^ p ≤ m ^ p * (1 + p * (x / m - 1)) ∧
      (x ^ p = m ^ p * (1 + p * (x / m - 1)) ↔ x = m) := by
  by_cases h : x = m
  · have e : x ^ p = m ^ p * (1 + p * (x / m - 1)) := by
      rw [h, div_self hm.ne']
      ring
    exact ⟨e.le, fun _ => h, fun _ => e⟩
  · have hq : 0 ≤ x / m := div_nonneg hx hm.le
    have hne : x / m - 1 ≠ 0 := fun e =>
      h ((div_eq_one_iff_eq hm.ne').mp (by linarith))
    -- Bernoulli's inequality for the relative excess volume
    have b := rpow_one_add_lt_one_add_mul_self (by linarith : -1 ≤ x / m - 1) hne hp hp1
    rw [show 1 + (x / m - 1) = x / m by ring] at b
    have e : x ^ p = m ^ p * (x / m) ^ p := by
      rw [← Real.mul_rpow hm.le hq]
      congr 1
      field_simp
    have hlt : x ^ p < m ^ p * (1 + p * (x / m - 1)) := by
      rw [e]
      exact mul_lt_mul_of_pos_left b (Real.rpow_pos_of_pos hm p)
    exact ⟨hlt.le, fun e => absurd e hlt.ne, fun e => absurd e h⟩
```

For x ≥ 0 and m > 0, the power lies below its tangent at m:

x^p ≤ m^p (1 + p(x/m − 1)), with equality if and only if x = m.

Put u = x/m − 1 ≥ −1. After division by m^p the claim is Bernoulli's inequality, (1 + u)^p ≤ 1 + pu. The difference g(u) = 1 + pu − (1 + u)^p has derivative p(1 − (1 + u)^(p−1)), which is negative for −1 < u < 0 and positive for u > 0. Hence g has its only minimum at u = 0, where it is zero. Lean takes the strict form for u ≠ 0 from Mathlib.

## Summing over the droplets

```lean
/-- For `0 < p < 1` and total volume `V` the sum of powers is at least `V ^ p`, with equality
exactly when one and only one droplet has nonzero volume. -/
theorem lower_bound {p V : ℝ} {v : ι → ℝ} (hp : 0 < p) (hp1 : p < 1)
    (hv : ∀ i, 0 ≤ v i) (hsum : ∑ i, v i = V) (hV : 0 < V) :
    V ^ p ≤ surfaceSum p v ∧ (surfaceSum p v = V ^ p ↔ ∃! i, v i ≠ 0) := by
  have hle : ∀ i, v i ≤ V := fun i => by
    rw [← hsum]
    exact single_le_sum (fun k _ => hv k) (mem_univ i)
  have hc := fun i => chord_bound hp hp1 (hv i) (hle i) hV
  have hs : ∑ i, v i * V ^ (p - 1) = V ^ p := by
    rw [← sum_mul, hsum, Real.rpow_sub_one hV.ne']
    field_simp
  refine ⟨?_, fun h => ?_, ?_⟩
  · rw [← hs]
    exact sum_le_sum fun i _ => (hc i).1
  · -- equality forces every volume to be 0 or V
    have h' := (sum_eq_sum_iff_of_le fun i _ => (hc i).1).mp (hs.trans h.symm)
    have hall : ∀ i, v i = 0 ∨ v i = V := fun i => (hc i).2.mp (h' i (mem_univ i))
    obtain ⟨i, hi⟩ : ∃ i, v i ≠ 0 := by
      by_contra hn
      push Not at hn
      have : ∑ i, v i = 0 := sum_eq_zero fun i _ => hn i
      linarith
    refine ⟨i, hi, fun j hj => ?_⟩
    by_contra hji
    have h2 : v j + v i ≤ ∑ k, v k := by
      classical
      rw [← sum_pair hji]
      exact sum_le_sum_of_subset_of_nonneg (subset_univ _) fun k _ _ => hv k
    have := (hall i).resolve_left hi
    have := (hall j).resolve_left hj
    linarith
  · rintro ⟨i, -, hu⟩
    have h0 : ∀ k, k ≠ i → v k = 0 := fun k hk => by
      by_contra hn
      exact hk (hu k hn)
    have h1 : ∑ k, v k = v i := Fintype.sum_eq_single i h0
    have h2 : ∑ k, v k ^ p = v i ^ p :=
      Fintype.sum_eq_single i fun k hk => by rw [h0 k hk, Real.zero_rpow hp.ne']
    rw [surfaceSum, h2, ← h1, hsum]
```

Now all v_i ≥ 0 and Σ v_i = V > 0. No volume exceeds V, so the chord bound applies to each droplet, and summing gives

S_p(v) ≥ V^(p−1) Σ v_i = V^p.

If the sums agree, every single inequality must be an equality, because none of the differences is negative; `sum_eq_sum_iff_of_le` supplies this step. Each v_i is then 0 or V. They cannot all be 0, since V > 0, and two equal to V would already give 2V. Exactly one is nonzero, which Lean writes `∃! i, v i ≠ 0`. Conversely, a single nonzero droplet has volume V and contributes V^p.

```lean
/-- For `0 < p < 1` and total volume `V` the sum of powers over `N` droplets is at most `N ^ (1 - p)
* V ^ p`, with equality exactly when all volumes are equal. -/
theorem upper_bound {p V : ℝ} {v : ι → ℝ} (hp : 0 < p) (hp1 : p < 1)
    (hv : ∀ i, 0 ≤ v i) (hsum : ∑ i, v i = V) (hV : 0 < V) :
    surfaceSum p v ≤ (Fintype.card ι : ℝ) ^ (1 - p) * V ^ p ∧
      (surfaceSum p v = (Fintype.card ι : ℝ) ^ (1 - p) * V ^ p ↔ ∀ i j, v i = v j) := by
  have hN : (0 : ℝ) < Fintype.card ι := by
    rcases isEmpty_or_nonempty ι with h | h
    · have : ∑ i, v i = 0 := by simp
      linarith
    · exact_mod_cast Fintype.card_pos
  -- m is the mean volume
  obtain ⟨m, hm⟩ : ∃ m, m = V / (Fintype.card ι : ℝ) := ⟨_, rfl⟩
  have hm0 : 0 < m := by rw [hm]; exact div_pos hV hN
  have hVm : V = Fintype.card ι * m := by rw [hm]; field_simp
  have ht := fun i => tangent_bound hp hp1 (hv i) hm0
  have hs : ∑ i, m ^ p * (1 + p * (v i / m - 1)) =
      (Fintype.card ι : ℝ) ^ (1 - p) * V ^ p := by
    have e : (Fintype.card ι : ℝ) ^ (1 - p) * (Fintype.card ι : ℝ) ^ p = Fintype.card ι := by
      rw [← Real.rpow_add hN, sub_add_cancel, Real.rpow_one]
    have h1 : ∀ i, m ^ p * (1 + p * (v i / m - 1)) =
        m ^ p * (1 - p) + m ^ p * p / m * v i := fun i => by ring
    have h2 : m ^ p * p / m * (Fintype.card ι * m) = Fintype.card ι * (m ^ p * p) := by
      field_simp
    rw [sum_congr rfl fun i _ => h1 i, sum_add_distrib, sum_const, card_univ, nsmul_eq_mul,
      ← mul_sum, hsum, hVm, Real.mul_rpow hN.le hm0.le, ← mul_assoc _ _ (m ^ p), e]
    linear_combination h2
  rw [← hs]
  refine ⟨sum_le_sum fun i _ => (ht i).1, fun h i j => ?_, fun h => ?_⟩
  · have h' := (sum_eq_sum_iff_of_le fun i _ => (ht i).1).mp h
    rw [(ht i).2.mp (h' i (mem_univ i)), (ht j).2.mp (h' j (mem_univ j))]
  · refine sum_congr rfl fun i _ => (ht i).2.mpr ?_
    have h1 : ∑ k, v k = Fintype.card ι * v i := by
      rw [sum_congr rfl fun k _ => h k i, sum_const, card_univ, nsmul_eq_mul]
    exact mul_left_cancel₀ hN.ne' (by rw [← h1, hsum, hVm])
```

Let m = V/N be the mean volume. The hypothesis V > 0 already rules out an empty list, so N ≥ 1 need not be assumed. Summing the tangent bounds gives

S_p(v) ≤ m^p (N + p(V/m − N)) = N m^p = N^(1−p) V^p,

because V/m = N. Equality of the sums again forces equality for each droplet, so every v_i = m. If all volumes are equal, each is V/N = m and every tangent bound is an equality. In Lean, `hs` evaluates the sum of the tangents.

```lean
/-- For `0 < p < 1` and `N` droplets of total volume `V`, the sum of powers lies between `V ^ p`
(attained exactly by a single nonzero droplet) and `N ^ (1 - p) * V ^ p` (exactly by equal
droplets). -/
theorem coarsening_bounds {p V : ℝ} {v : ι → ℝ} (hp : 0 < p) (hp1 : p < 1)
    (hv : ∀ i, 0 ≤ v i) (hsum : ∑ i, v i = V) (hV : 0 < V) :
    (V ^ p ≤ surfaceSum p v ∧ surfaceSum p v ≤ (Fintype.card ι : ℝ) ^ (1 - p) * V ^ p) ∧
      (surfaceSum p v = V ^ p ↔ ∃! i, v i ≠ 0) ∧
      (surfaceSum p v = (Fintype.card ι : ℝ) ^ (1 - p) * V ^ p ↔ ∀ i j, v i = v j) :=
  have l := lower_bound hp hp1 hv hsum hV
  have u := upper_bound hp hp1 hv hsum hV
  ⟨⟨l.1, u.1⟩, l.2, u.2⟩
```

The two results together read

V^p ≤ S_p(v) ≤ N^(1−p) V^p,

with the lower value attained exactly by one nonzero droplet and the upper exactly by equal droplets. For N = 1 the two bounds coincide and both conditions hold.

## One ripening step

The bounds compare a state with the two extremes. They do not say that S_p falls along the way, which requires a comparison of the states before and after a transfer.

```lean
/-- A transfer between two droplets changes a sum over droplets only through these two. -/
theorem sum_transfer [DecidableEq ι] (g : ℝ → ℝ) (v : ι → ℝ) {i j : ι} (hij : i ≠ j) (t : ℝ) :
    ∑ k, g (transfer v i j t k) =
      ∑ k, g (v k) + (g (v i - t) + g (v j + t) - g (v i) - g (v j)) := by
  have split : ∀ f : ι → ℝ, ∑ k, f k = f i + f j + ∑ k ∈ (univ.erase i).erase j, f k := by
    intro f
    have h1 := add_sum_erase univ f (mem_univ i)
    have h2 := add_sum_erase (univ.erase i) f (mem_erase.mpr ⟨hij.symm, mem_univ j⟩)
    linarith
  have hi : transfer v i j t i = v i - t := by simp [transfer, hij]
  have hj : transfer v i j t j = v j + t := by simp [transfer]
  have hr : ∑ k ∈ (univ.erase i).erase j, g (transfer v i j t k) =
      ∑ k ∈ (univ.erase i).erase j, g (v k) := by
    refine sum_congr rfl fun k hk => ?_
    simp only [mem_erase] at hk
    simp [transfer, hk.1, hk.2.1]
  rw [split fun k => g (transfer v i j t k), split fun k => g (v k), hr, hi, hj]
  ring
```

For any function g and two different droplets i and j, a transfer changes Σ g(v_k) by

g(v_i − t) + g(v_j + t) − g(v_i) − g(v_j).

The proof splits off the terms i and j and observes that the rest are unchanged.

```lean
/-- Moving volume from a droplet to another one at least as large conserves the total volume and,
for `0 < p < 1`, strictly lowers the sum of `p`-th powers. -/
theorem ripening_step [DecidableEq ι] {p t : ℝ} {v : ι → ℝ} {i j : ι} (hp : 0 < p)
    (hp1 : p < 1) (hij : i ≠ j) (hle : v i ≤ v j) (ht : 0 < t) (hti : t ≤ v i) :
    ∑ k, transfer v i j t k = ∑ k, v k ∧
      surfaceSum p (transfer v i j t) < surfaceSum p v := by
  constructor
  · have h := sum_transfer (fun x => x) v hij t
    linarith
  · have h := sum_transfer (fun x => x ^ p) v hij t
    have hd : 0 < v j - v i + 2 * t := by linarith
    -- the old volumes are mixtures of the new ones with weights s and 1 - s
    obtain ⟨s, hs⟩ : ∃ s, s = t / (v j - v i + 2 * t) := ⟨_, rfl⟩
    have hs0 : 0 < s := by rw [hs]; exact div_pos ht hd
    have hs1 : 0 < 1 - s := by
      have : s < 1 := by rw [hs, div_lt_one hd]; linarith
      linarith
    have hst : s * (v j - v i + 2 * t) = t := by rw [hs]; exact div_mul_cancel₀ t hd.ne'
    have hA : v i - t ∈ Set.Ici (0 : ℝ) := Set.mem_Ici.mpr (by linarith)
    have hB : v j + t ∈ Set.Ici (0 : ℝ) := Set.mem_Ici.mpr (by linarith)
    have hne : v i - t ≠ v j + t := by intro e; linarith
    have c := (Real.strictConcaveOn_rpow hp hp1).2 hA hB hne
    have c1 := c hs1 hs0 (by ring)
    have c2 := c hs0 hs1 (by ring)
    simp only [smul_eq_mul] at c1 c2
    rw [show (1 - s) * (v i - t) + s * (v j + t) = v i by linear_combination hst] at c1
    rw [show s * (v i - t) + (1 - s) * (v j + t) = v j by linear_combination -hst] at c2
    unfold surfaceSum
    rw [h]
    linarith
```

Here i ≠ j, v_i ≤ v_j and 0 < t ≤ v_i: the donor is no larger than the receiver and gives away at most what it has. Taking g(x) = x in the previous lemma shows that the total volume is conserved.

For the power sum, write a = v_i − t and b = v_j + t for the new volumes, and set s = t/(b − a), where b − a = v_j − v_i + 2t > 0. Then 0 < s < 1, and the old volumes are mixtures of the new ones:

v_i = (1 − s)a + s b
v_j = s a + (1 − s)b.

Since x^p is strictly concave on x ≥ 0,

v_i^p > (1 − s)a^p + s b^p
v_j^p > s a^p + (1 − s)b^p.

Adding the two lines gives v_i^p + v_j^p > a^p + b^p, so S_p strictly decreases. In the code these inequalities are `c1` and `c2`.

## Spherical droplets

```lean
/-- The surface energy of `N` spherical droplets is at least that of one sphere of radius `R`
with the same total volume, with equality exactly when only one droplet has nonzero radius,
and at most `N ^ (1/3)` times that energy. -/
theorem spherical_droplets {σ R : ℝ} {r : ι → ℝ} (hσ : 0 < σ) (hr : ∀ i, 0 ≤ r i)
    (hR : 0 < R)
    (hvol : ∑ i, 4 / 3 * Real.pi * r i ^ 3 = 4 / 3 * Real.pi * R ^ 3) :
    dropletEnergy σ R ≤ ∑ i, dropletEnergy σ (r i) ∧
      (∑ i, dropletEnergy σ (r i) = dropletEnergy σ R ↔ ∃! i, r i ≠ 0) ∧
      ∑ i, dropletEnergy σ (r i) ≤
        (Fintype.card ι : ℝ) ^ (1 / 3 : ℝ) * dropletEnergy σ R := by
  have hpi := Real.pi_pos
  have hsum : ∑ i, r i ^ 3 = R ^ 3 := by
    rw [← mul_sum] at hvol
    exact mul_left_cancel₀ (by positivity) hvol
  have cube : ∀ x : ℝ, 0 ≤ x → (x ^ 3) ^ (2 / 3 : ℝ) = x ^ 2 := by
    intro x hx
    rw [← Real.rpow_natCast x 3, ← Real.rpow_mul hx, ← Real.rpow_natCast x 2]
    norm_num
  -- area scales as volume to the power 2/3
  obtain ⟨⟨h1, h2⟩, h3, -⟩ := coarsening_bounds (p := 2 / 3) (v := fun i => r i ^ 3)
    (by norm_num) (by norm_num) (fun i => pow_nonneg (hr i) 3) hsum (pow_pos hR 3)
  have hS : surfaceSum (2 / 3) (fun i => r i ^ 3) = ∑ i, r i ^ 2 :=
    sum_congr rfl fun i _ => cube (r i) (hr i)
  rw [hS, cube R hR.le] at h1 h2 h3
  rw [show (1 - 2 / 3 : ℝ) = 1 / 3 by norm_num] at h2
  have hu : (∃! i, r i ^ 3 ≠ 0) ↔ ∃! i, r i ≠ 0 := by
    simp only [ne_eq, pow_eq_zero_iff (n := 3) (by norm_num)]
  have hc : 0 < σ * (4 * Real.pi) := by positivity
  have hE : ∑ i, dropletEnergy σ (r i) = σ * (4 * Real.pi) * ∑ i, r i ^ 2 := by
    rw [mul_sum]
    exact sum_congr rfl fun i _ => by unfold dropletEnergy; ring
  have hER : dropletEnergy σ R = σ * (4 * Real.pi) * R ^ 2 := by unfold dropletEnergy; ring
  rw [hE, hER]
  refine ⟨mul_le_mul_of_nonneg_left h1 hc.le, ?_, ?_⟩
  · rw [← hu, ← h3]
    exact ⟨fun h => mul_left_cancel₀ hc.ne' h, fun h => by rw [h]⟩
  · have := mul_le_mul_of_nonneg_left h2 hc.le
    linarith

end

end DropletCoarsening
```

The hypothesis `hvol` says that the droplets together have the volume of one sphere of radius R. It stands for a dense phase of fixed density that exchanges no net material with its surroundings. Cancelling 4π/3 leaves Σ r_i³ = R³. The theorem `coarsening_bounds` is applied with v_i = r_i³, V = R³ and p = 2/3; since (r³)^(2/3) = r², multiplication by 4πσ gives

E(R) ≤ Σ E(r_i) ≤ N^(1/3) E(R).

The lower bound is attained exactly when one radius is nonzero. The equality case of the upper bound is not restated here, but `coarsening_bounds` contains it for the volumes.

For well-separated spherical droplets with one constant surface tension, this gives a range in which the summed interfacial energy from a simulation at fixed total droplet volume must lie. The model has no elastic energy, no interaction between droplets and no rate law: it compares the energies of states and leaves open whether, or how fast, a transfer takes place.

## Eight equal droplets

Take eight droplets of volume 1, so that V = 8, and let p = 2/3. The lower bound is 8^(2/3) = 4 and the upper bound is 8^(1/3)·4 = 8. The initial state has S_p = 8, the upper bound, as equal droplets must.

Let one droplet pass its whole volume to another. The volumes are now 0, 2 and six times 1, and

S_p = 2^(2/3) + 6 ≈ 7.59.

When everything has gathered in one drop, S_p = 4. With volumes measured in units of 4π/3, these are spheres: eight drops of radius 1 have become one of radius 2, and the surface energy has halved from 32πσ to 16πσ.

```lean
#print axioms DropletCoarsening.ripening_step
#print axioms DropletCoarsening.spherical_droplets
```

```
'DropletCoarsening.ripening_step' depends on axioms: [propext, Classical.choice, Quot.sound]
'DropletCoarsening.spherical_droplets' depends on axioms: [propext, Classical.choice, Quot.sound]
```
